# Mesh points on the Fermi surface make the weak-coupling BCS gap linear in the coupling

## The gap equation on a finite mesh

Take $n\ge 1$ mesh points with real energies $x_k$, measured from the Fermi level and weighted equally. For a trial gap $D>0$, the quasiparticle energy is $E_k=\sqrt{x_k^2+D^2}$. The mesh average and the gap equation are

$$A(D)=\frac1n\sum_k\frac{1}{2E_k},\qquad g\,A(D)=1 .$$

The coupling $g>0$ has units of energy and stands for a constant, momentum-independent attraction. The trivial solution $D=0$ has been divided out. Let $m$ be the number of points with $x_k=0$ exactly, and let $C=\sum_{x_k\neq0}1/(2|x_k|)$.

If $m\ge1$, there is exactly one positive solution $\Delta(g)$ for every $g>0$, and

$$\frac{gm}{2n}\le\Delta(g)\le\frac g2,\qquad \Delta(g)\le\frac{gm}{2n}+\frac{g^2C}{2n},\qquad \lim_{g\to0^+}\frac{\Delta(g)}{g}=\frac{m}{2n}.$$

If instead every $|x_k|\ge\delta>0$, there is no positive solution for $g\le2\delta$.

## A half-filled chain in a gap solver

In zero-temperature mean-field BCS calculations with a constant attraction on a finite mesh, these bounds separate the contribution of the points at the Fermi level from the rest of the gap. A solver that iterates the gap equation computes

$$D_{\text{new}}=\frac gn\sum_k\frac{D}{2E_k}
=\frac{gm}{2n}+\frac gn\sum_{x_k\ne0}\frac{D}{2E_k}.$$

The first term does not depend on $D$, so every update from a positive $D$ returns at least $gm/(2n)$. A bracketing solver can use $[gm/(2n),\,g/2]$, which shrinks to the single point $g/2$ when $m=n$.

Consider a tight-binding chain with hopping $t>0$, $x_k=-2t\cos k$ and $k=2\pi j/L$, where $L$ is a multiple of 4. The points $k=\pm\pi/2$ give $m=2$, so $\Delta\ge g/L$. With $L=400$ the gap is at least $0.0025\,g$, however weak the attraction. In the infinite chain the weak-coupling gap is exponentially small in $1/g$, and in this sense the linear gap is spurious. Shifting the mesh by half a spacing gives $\min_k|x_k|=2t\sin(\pi/L)$, and the positive solution is then absent for $g\le4t\sin(\pi/L)$.

## From splitting the sum to the linear limit

Each point with $x_k=0$ has $E_k=D$. Therefore

$$A(D)=\frac1n\left[\frac{m}{2D}+S(D)\right],\qquad S(D)=\sum_{x_k\ne0}\frac1{2E_k}\ge0 .$$

**Bounds.** Dropping $S$ gives a lower bound on $A$, and $E_k\ge D$ gives an upper one:

$$\frac{m}{2nD}\le A(D)\le\frac1{2D}.$$

Multiplying by $gD$ and using $gA(D)=1$ gives $gm/(2n)\le D\le g/2$ for any positive solution.

**Existence and uniqueness.** Let $m\ge1$ and $a=gm/(2n)$. Then $0<a\le g/2$ because $m\le n$. The bounds on $A$ give $gA(a)\ge1$ and $gA(g/2)\le1$. Since $A$ is continuous for $D>0$, a solution lies in $[a,g/2]$. Every $E_k$ increases strictly with $D>0$, so $A$ decreases strictly and there is no second solution.

**Linear limit.** Multiplying the split gap equation by $D$ gives

$$D=\frac{gm}{2n}+\frac gn\,S(D)\,D .$$

Since $E_k\ge|x_k|$, we have $S(D)\le C$. With $D\le g/2$ this yields the quadratic bound. Dividing by $g$,

$$\frac{m}{2n}\le\frac{\Delta(g)}g\le\frac{m}{2n}+\frac{gC}{2n},$$

and both sides tend to $m/(2n)$ as $g\to0^+$.

**Mesh off the Fermi surface.** If all $|x_k|\ge\delta>0$ and $D>0$, then $E_k>\delta$, so $0<A(D)<1/(2\delta)$. For $g\le2\delta$ this gives $gA(D)<1$.

## The Lean file

```lean
import Mathlib

open Filter Topology

namespace BCSMeshGap

noncomputable section

variable {ι : Type*} [Fintype ι]

/-- Mesh average of `1 / (2 E_k)` with quasiparticle energy `E_k = sqrt (x_k ^ 2 + D ^ 2)`,
for a nonempty mesh and `D ≠ 0`. The gap equation at coupling `g` is `g * gapSum x D = 1`. -/
def gapSum (x : ι → ℝ) (D : ℝ) : ℝ :=
  (∑ k, 1 / (2 * Real.sqrt (x k ^ 2 + D ^ 2))) / (Fintype.card ι : ℝ)

/-- The number of mesh points lying exactly on the Fermi surface. -/
def fermiCount (x : ι → ℝ) : ℕ :=
  (Finset.univ.filter (fun k => x k = 0)).card

/-- The sum of `1 / (2 |x_k|)` over the mesh points away from the Fermi surface. -/
def offSum (x : ι → ℝ) : ℝ :=
  ∑ k ∈ Finset.univ.filter (fun k => ¬ x k = 0), 1 / (2 * |x k|)

/-- For `D > 0` the mesh points on the Fermi surface contribute `1 / (2 D)` each to the
sum in the gap equation. -/
theorem gapSum_split (x : ι → ℝ) {D : ℝ} (hD : 0 < D) :
    gapSum x D = ((fermiCount x : ℝ) / (2 * D) +
      ∑ k ∈ Finset.univ.filter (fun k => ¬ x k = 0),
        1 / (2 * Real.sqrt (x k ^ 2 + D ^ 2))) / (Fintype.card ι : ℝ) := by
  have h := Finset.sum_filter_add_sum_filter_not Finset.univ (fun k => x k = 0)
    (fun k => 1 / (2 * Real.sqrt (x k ^ 2 + D ^ 2)))
  have h0 : ∑ k ∈ Finset.univ.filter (fun k => x k = 0),
      1 / (2 * Real.sqrt (x k ^ 2 + D ^ 2)) = (fermiCount x : ℝ) / (2 * D) := by
    have hk : ∀ k ∈ Finset.univ.filter (fun k => x k = 0),
        1 / (2 * Real.sqrt (x k ^ 2 + D ^ 2)) = 1 / (2 * D) := by
      intro k hk
      have hx : x k = 0 := (Finset.mem_filter.mp hk).2
      rw [hx, show (0 : ℝ) ^ 2 + D ^ 2 = D ^ 2 by ring, Real.sqrt_sq hD.le]
    rw [Finset.sum_congr rfl hk, Finset.sum_const, nsmul_eq_mul, fermiCount]
    ring
  rw [← h0]
  exact congrArg (fun s => s / (Fintype.card ι : ℝ)) h.symm

/-- On a nonempty mesh the average in the gap equation strictly decreases as the
positive gap grows. -/
theorem gapSum_strictAnti [Nonempty ι] (x : ι → ℝ) {D E : ℝ} (hD : 0 < D) (h : D < E) :
    gapSum x E < gapSum x D := by
  have hn : (0 : ℝ) < Fintype.card ι := by exact_mod_cast Fintype.card_pos
  unfold gapSum
  apply div_lt_div_of_pos_right _ hn
  apply Finset.sum_lt_sum_of_nonempty Finset.univ_nonempty
  intro k _
  have h1 : 0 < Real.sqrt (x k ^ 2 + D ^ 2) := Real.sqrt_pos.mpr (by positivity)
  have h2 : Real.sqrt (x k ^ 2 + D ^ 2) < Real.sqrt (x k ^ 2 + E ^ 2) :=
    Real.sqrt_lt_sqrt (by positivity) (by nlinarith)
  exact one_div_lt_one_div_of_lt (by positivity) (by linarith)

/-- On a nonempty mesh of `n` points, `m` of them on the Fermi surface, the average in the
gap equation lies between `m / (2 n D)` and `1 / (2 D)` for every `D > 0`. -/
theorem gapSum_bounds [Nonempty ι] (x : ι → ℝ) {D : ℝ} (hD : 0 < D) :
    (fermiCount x : ℝ) / (2 * Fintype.card ι) / D ≤ gapSum x D ∧
      gapSum x D ≤ 1 / (2 * D) := by
  have hn : (0 : ℝ) < Fintype.card ι := by exact_mod_cast Fintype.card_pos
  constructor
  · -- drop the points away from the Fermi surface
    rw [gapSum_split x hD]
    have hs : 0 ≤ ∑ k ∈ Finset.univ.filter (fun k => ¬ x k = 0),
        1 / (2 * Real.sqrt (x k ^ 2 + D ^ 2)) :=
      Finset.sum_nonneg (fun k _ => by positivity)
    calc (fermiCount x : ℝ) / (2 * Fintype.card ι) / D
        = (fermiCount x : ℝ) / (2 * D) / Fintype.card ι := by ring
      _ ≤ _ := div_le_div_of_nonneg_right (by linarith) hn.le
  · -- every quasiparticle energy is at least `D`
    unfold gapSum
    rw [div_le_iff₀ hn]
    calc ∑ k, 1 / (2 * Real.sqrt (x k ^ 2 + D ^ 2)) ≤ ∑ _k : ι, 1 / (2 * D) := by
          apply Finset.sum_le_sum
          intro k _
          have h1 : D ≤ Real.sqrt (x k ^ 2 + D ^ 2) :=
            (Real.le_sqrt' hD).mpr (by nlinarith [sq_nonneg (x k)])
          exact one_div_le_one_div_of_le (by positivity) (by linarith)
      _ = 1 / (2 * D) * Fintype.card ι := by
          rw [Finset.sum_const, Finset.card_univ, nsmul_eq_mul]
          ring

/-- For `g > 0` every positive solution of the gap equation on a nonempty mesh satisfies
`g m / (2 n) ≤ D ≤ g / 2`. -/
theorem gap_bounds [Nonempty ι] (x : ι → ℝ) {g D : ℝ} (hg : 0 < g) (hD : 0 < D)
    (h : g * gapSum x D = 1) :
    g * fermiCount x / (2 * Fintype.card ι) ≤ D ∧ D ≤ g / 2 := by
  obtain ⟨b1, b2⟩ := gapSum_bounds x hD
  have l := mul_le_mul_of_nonneg_left b1 hg.le
  have u := mul_le_mul_of_nonneg_left b2 hg.le
  rw [h] at l u
  constructor
  · rw [show g * ((fermiCount x : ℝ) / (2 * Fintype.card ι) / D)
      = g * fermiCount x / (2 * Fintype.card ι) / D by ring, div_le_one hD] at l
    exact l
  · rw [mul_one_div, le_div_iff₀ (by positivity)] at u
    linarith

/-- If at least one mesh point lies on the Fermi surface, the gap equation has exactly one
positive solution at every coupling `g > 0`. -/
theorem existsUnique_gap (x : ι → ℝ) (hm : 0 < fermiCount x) {g : ℝ} (hg : 0 < g) :
    ∃! D : ℝ, 0 < D ∧ g * gapSum x D = 1 := by
  obtain ⟨k₀, _⟩ := Finset.card_pos.mp hm
  have : Nonempty ι := ⟨k₀⟩
  have hn : (0 : ℝ) < Fintype.card ι := by exact_mod_cast Fintype.card_pos
  have hm' : (0 : ℝ) < fermiCount x := by exact_mod_cast hm
  have hmn₀ : fermiCount x ≤ Fintype.card ι := Finset.card_le_univ _
  have hmn : (fermiCount x : ℝ) ≤ Fintype.card ι := by exact_mod_cast hmn₀
  obtain ⟨a, haeq⟩ : ∃ a : ℝ, a = g * fermiCount x / (2 * Fintype.card ι) := ⟨_, rfl⟩
  have ha : 0 < a := by rw [haeq]; positivity
  have hab : a ≤ g / 2 := by
    rw [haeq, div_le_div_iff₀ (by positivity) (by norm_num)]
    nlinarith [mul_le_mul_of_nonneg_left hmn hg.le]
  -- each term, hence the mesh sum, is continuous away from `D = 0`
  have hterm : ∀ k, ContinuousOn (fun D : ℝ => 1 / (2 * Real.sqrt (x k ^ 2 + D ^ 2)))
      (Set.Icc a (g / 2)) := by
    intro k
    refine ContinuousOn.div continuousOn_const (Continuous.continuousOn (by fun_prop)) ?_
    intro D hD
    have hD0 : 0 < D := lt_of_lt_of_le ha hD.1
    have hs : 0 < Real.sqrt (x k ^ 2 + D ^ 2) := Real.sqrt_pos.mpr (by positivity)
    exact (mul_pos two_pos hs).ne'
  have hsum : ∀ s : Finset ι, ContinuousOn
      (fun D : ℝ => ∑ k ∈ s, 1 / (2 * Real.sqrt (x k ^ 2 + D ^ 2)))
      (Set.Icc a (g / 2)) := by
    classical
    intro s
    induction s using Finset.induction_on with
    | empty =>
      simp only [Finset.sum_empty]
      exact continuousOn_const
    | insert k s hk ih =>
      simp only [Finset.sum_insert hk]
      exact (hterm k).add ih
  have hc : ContinuousOn (fun D => g * gapSum x D) (Set.Icc a (g / 2)) := by
    unfold gapSum
    exact continuousOn_const.mul ((hsum Finset.univ).div_const _)
  -- the two ends of the interval bracket the value 1
  have hlo : 1 ≤ g * gapSum x a := by
    calc (1 : ℝ) = g * fermiCount x / (2 * Fintype.card ι) / a := by
          rw [← haeq, div_self ha.ne']
      _ = g * ((fermiCount x : ℝ) / (2 * Fintype.card ι) / a) := by ring
      _ ≤ _ := mul_le_mul_of_nonneg_left (gapSum_bounds x ha).1 hg.le
  have hhi : g * gapSum x (g / 2) ≤ 1 := by
    calc g * gapSum x (g / 2) ≤ g * (1 / (2 * (g / 2))) :=
          mul_le_mul_of_nonneg_left (gapSum_bounds x (half_pos hg)).2 hg.le
      _ = 1 := by
          rw [show 2 * (g / 2) = g by ring, mul_one_div, div_self hg.ne']
  obtain ⟨D, hDm, hDe⟩ := intermediate_value_Icc' hab hc ⟨hhi, hlo⟩
  have hD : 0 < D := lt_of_lt_of_le ha hDm.1
  have hDe' : g * gapSum x D = 1 := hDe
  refine ⟨D, ⟨hD, hDe'⟩, ?_⟩
  rintro E ⟨hE, hEe⟩
  by_contra hne
  rcases lt_or_gt_of_ne hne with hlt | hlt
  · have := mul_lt_mul_of_pos_left (gapSum_strictAnti x hE hlt) hg
    linarith
  · have := mul_lt_mul_of_pos_left (gapSum_strictAnti x hD hlt) hg
    linarith

/-- For `g > 0` a positive solution on a nonempty mesh exceeds `g m / (2 n)` by at most
`g ^ 2 / (2 n)` times the sum of `1 / (2 |x_k|)` over the nonzero mesh energies. -/
theorem gap_le_linear_add_sq [Nonempty ι] (x : ι → ℝ) {g D : ℝ} (hg : 0 < g) (hD : 0 < D)
    (h : g * gapSum x D = 1) :
    D ≤ g * fermiCount x / (2 * Fintype.card ι)
      + g ^ 2 / (2 * Fintype.card ι) * offSum x := by
  have hn : (0 : ℝ) < Fintype.card ι := by exact_mod_cast Fintype.card_pos
  have hDg := (gap_bounds x hg hD h).2
  rw [gapSum_split x hD] at h
  have hS : ∑ k ∈ Finset.univ.filter (fun k => ¬ x k = 0),
      1 / (2 * Real.sqrt (x k ^ 2 + D ^ 2)) ≤ offSum x := by
    apply Finset.sum_le_sum
    intro k hk
    have hx : 0 < |x k| := abs_pos.mpr (Finset.mem_filter.mp hk).2
    have h1 : |x k| ≤ Real.sqrt (x k ^ 2 + D ^ 2) :=
      Real.abs_le_sqrt (by nlinarith [sq_nonneg D])
    exact one_div_le_one_div_of_le (by positivity) (by linarith)
  have hoff : 0 ≤ offSum x := Finset.sum_nonneg (fun k _ => by positivity)
  set S := ∑ k ∈ Finset.univ.filter (fun k => ¬ x k = 0),
      1 / (2 * Real.sqrt (x k ^ 2 + D ^ 2))
  -- multiply the gap equation by `D`
  have hd : (fermiCount x : ℝ) / (2 * D) * D = fermiCount x / 2 := by field_simp
  have key : D = g * fermiCount x / (2 * Fintype.card ι)
      + g / Fintype.card ι * (S * D) := by
    linear_combination (-D) * h + g / (Fintype.card ι : ℝ) * hd
  have h2 : g / Fintype.card ι * (S * D) ≤ g / Fintype.card ι * (offSum x * (g / 2)) :=
    mul_le_mul_of_nonneg_left (mul_le_mul hS hDg hD.le hoff) (by positivity)
  have h3 : g / Fintype.card ι * (offSum x * (g / 2))
      = g ^ 2 / (2 * Fintype.card ι) * offSum x := by ring
  linarith

/-- If `m ≥ 1` of the `n` mesh energies vanish, the gap equation defines a unique positive
gap `Δ g` for every `g > 0`, with `g m / (2 n) ≤ Δ g ≤ g / 2`, and `Δ g / g` tends to
`m / (2 n)` as `g` decreases to zero. -/
theorem spurious_linear_gap (x : ι → ℝ) (hm : 0 < fermiCount x) :
    ∃ Δ : ℝ → ℝ,
      (∀ g, 0 < g → 0 < Δ g ∧ ∀ D, 0 < D → (g * gapSum x D = 1 ↔ D = Δ g)) ∧
      (∀ g, 0 < g → g * fermiCount x / (2 * Fintype.card ι) ≤ Δ g ∧ Δ g ≤ g / 2) ∧
      Tendsto (fun g => Δ g / g) (𝓝[>] 0)
        (𝓝 ((fermiCount x : ℝ) / (2 * Fintype.card ι))) := by
  obtain ⟨k₀, _⟩ := Finset.card_pos.mp hm
  have : Nonempty ι := ⟨k₀⟩
  have hex : ∀ g : ℝ, ∃ D : ℝ, 0 < g → 0 < D ∧ g * gapSum x D = 1 := by
    intro g
    by_cases hg : 0 < g
    · obtain ⟨D, hD, _⟩ := existsUnique_gap x hm hg
      exact ⟨D, fun _ => hD⟩
    · exact ⟨0, fun h => absurd h hg⟩
  choose Δ hΔ using hex
  refine ⟨Δ, fun g hg => ⟨(hΔ g hg).1, fun D hD => ⟨fun h => ?_, fun h => ?_⟩⟩,
    fun g hg => gap_bounds x hg (hΔ g hg).1 (hΔ g hg).2, ?_⟩
  · exact (existsUnique_gap x hm hg).unique ⟨hD, h⟩ (hΔ g hg)
  · rw [h]
    exact (hΔ g hg).2
  · -- squeeze between the constant and a line that meets it at `g = 0`
    have hc : Continuous (fun g : ℝ => (fermiCount x : ℝ) / (2 * Fintype.card ι)
        + g * (offSum x / (2 * Fintype.card ι))) := by fun_prop
    have hup := (hc.tendsto' 0 ((fermiCount x : ℝ) / (2 * Fintype.card ι))
      (by simp)).mono_left (nhdsWithin_le_nhds (s := Set.Ioi (0 : ℝ)))
    refine tendsto_of_tendsto_of_tendsto_of_le_of_le' tendsto_const_nhds hup ?_ ?_
    · filter_upwards [self_mem_nhdsWithin] with g hg
      have hg' : 0 < g := hg
      rw [le_div_iff₀ hg']
      calc (fermiCount x : ℝ) / (2 * Fintype.card ι) * g
          = g * fermiCount x / (2 * Fintype.card ι) := by ring
        _ ≤ Δ g := (gap_bounds x hg' (hΔ g hg').1 (hΔ g hg').2).1
    · filter_upwards [self_mem_nhdsWithin] with g hg
      have hg' : 0 < g := hg
      rw [div_le_iff₀ hg']
      calc Δ g ≤ g * fermiCount x / (2 * Fintype.card ι)
            + g ^ 2 / (2 * Fintype.card ι) * offSum x :=
            gap_le_linear_add_sq x hg' (hΔ g hg').1 (hΔ g hg').2
        _ = _ := by ring

/-- If every energy of a nonempty mesh is at least `δ > 0` away from the Fermi level, the
gap equation has no positive solution for couplings `g ≤ 2 δ`. -/
theorem no_gap_of_mesh_off_fermi_surface [Nonempty ι] (x : ι → ℝ) {δ g D : ℝ}
    (hδ : 0 < δ) (hx : ∀ k, δ ≤ |x k|) (hg : g ≤ 2 * δ) (hD : 0 < D) :
    g * gapSum x D ≠ 1 := by
  have hn : (0 : ℝ) < Fintype.card ι := by exact_mod_cast Fintype.card_pos
  have hpos : 0 ≤ gapSum x D := by
    unfold gapSum
    exact div_nonneg (Finset.sum_nonneg (fun k _ => by positivity)) hn.le
  have hlt : gapSum x D < 1 / (2 * δ) := by
    unfold gapSum
    rw [div_lt_iff₀ hn]
    calc ∑ k, 1 / (2 * Real.sqrt (x k ^ 2 + D ^ 2)) < ∑ _k : ι, 1 / (2 * δ) := by
          apply Finset.sum_lt_sum_of_nonempty Finset.univ_nonempty
          intro k _
          have h1 := pow_le_pow_left₀ hδ.le (hx k) 2
          rw [sq_abs] at h1
          have h2 : 0 < D ^ 2 := by positivity
          have h3 : δ < Real.sqrt (x k ^ 2 + D ^ 2) :=
            (Real.lt_sqrt hδ.le).mpr (by linarith)
          exact one_div_lt_one_div_of_lt (by positivity) (by linarith)
      _ = 1 / (2 * δ) * Fintype.card ι := by
          rw [Finset.sum_const, Finset.card_univ, nsmul_eq_mul]
          ring
  rw [lt_div_iff₀ (by positivity)] at hlt
  have hle := mul_le_mul_of_nonneg_right hg hpos
  intro h
  linarith

end

end BCSMeshGap
```

```lean
#print axioms BCSMeshGap.spurious_linear_gap
-- 'BCSMeshGap.spurious_linear_gap' depends on axioms: [propext, Classical.choice, Quot.sound]
#print axioms BCSMeshGap.no_gap_of_mesh_off_fermi_surface
-- 'BCSMeshGap.no_gap_of_mesh_off_fermi_surface' depends on axioms: [propext, Classical.choice, Quot.sound]
```

## What the theorems say and how they are proved

The finite type `ι` labels the mesh points and `x : ι → ℝ` gives their energies. `Fintype.card ι` is $n$, `fermiCount x` is $m$, `gapSum x D` is $A(D)$ and `offSum x` is $C$. The hypothesis `0 < fermiCount x` says that some point lies on the Fermi surface, which also makes the mesh nonempty.

The main theorem, `spurious_linear_gap`, provides a function `Δ`. For each positive `g`, its value is positive, and a positive `D` solves the gap equation exactly when `D = Δ g`. The theorem also contains the two-sided bound and the limit, where `𝓝[>] 0` means that $g$ approaches zero from above. It says nothing about `Δ g` for $g\le0$. The quadratic bound is the separate theorem `gap_le_linear_add_sq`.

The lemmas follow the derivation:

- `gapSum_split` separates the zero energies, and `gapSum_strictAnti` compares the sums term by term.
- `gapSum_bounds` bounds the average, and `gap_bounds` turns this into bounds on a solution.
- `existsUnique_gap` builds continuity by induction over the finite sum, then applies `intermediate_value_Icc'`. Strict decrease excludes a second solution.
- `gap_le_linear_add_sq` uses `linear_combination` to multiply the split equation by $D$, then inserts the bounds on $S$ and $D$.
- In `spurious_linear_gap`, `choose` collects the solutions into a function, and the squeeze theorem gives the limit.
- `no_gap_of_mesh_off_fermi_surface` proves the threshold statement. On a nonempty mesh with $m=0$, taking $\delta=\min_k|x_k|$ shows that existence at every $g>0$ fails.

The guarantee concerns real numbers, equal weights, a fixed Fermi level and one gap parameter. If symmetry reduction gives the mesh points unequal weights, $m$ and $n$ are to be counted on the full mesh. In floating point, an energy that should vanish may come out as a tiny nonzero number, and `fermiCount` counts only exact zeros. The gap equation is taken as given: the file neither derives it from a Hamiltonian nor compares the energies of the paired and normal states. Temperature, momentum-dependent attraction and the limit $n\to\infty$ do not enter.
